# A real symmetric matrix of finite, nonzero size has a lowest eigenvalue

The theorem `exists_lowest` says that the set of eigenvalues of a real symmetric matrix, with a finite and nonempty index type, has a least element. An eigenvalue here is a real number `w` with `A *ᵥ v = w • v` for some nonzero vector `v`, which need not be normalised. For the dynamical matrix of a finite harmonic system with symmetric force constants and positive masses, this means that there is a lowest squared frequency, though not that it is positive or even non-negative. The proof shows that the eigenvalues are finite in number, being roots of the characteristic polynomial, and that there is at least one, and then takes the minimum.

Lean 4 with Mathlib refuses this proof:

```lean
import Mathlib

open Matrix

namespace ExistsLowest

noncomputable section

variable {n : Type*} [Fintype n] [DecidableEq n]

/-- The set of real eigenvalues of a matrix; for the dynamical matrix of symmetric force constants
and positive masses these are the squared frequencies. -/
def eigenvalueSet (A : Matrix n n ℝ) : Set ℝ :=
  {w | ∃ v : n → ℝ, v ≠ 0 ∧ A *ᵥ v = w • v}

lemma eigenvalues_mem {A : Matrix n n ℝ} (hA : A.IsHermitian) (i : n) :
    hA.eigenvalues i ∈ eigenvalueSet A :=
  ⟨_, fun h => hA.eigenvectorBasis.orthonormal.ne_zero i
    (PiLp.ext fun k => congrFun h k), hA.mulVec_eigenvectorBasis i⟩

/-- A real symmetric matrix of size at least one has a lowest eigenvalue. -/
theorem exists_lowest [Nonempty n] {A : Matrix n n ℝ} (hA : A.IsHermitian) :
    ∃ w, IsLeast (eigenvalueSet A) w := by
  -- eigenvalues are roots of the characteristic polynomial, hence finite in number
  have hfin : (eigenvalueSet A).Finite := by
    refine (Polynomial.finite_setOf_isRoot (Matrix.charpoly_monic A).ne_zero).subset ?_
    rintro w ⟨v, hv, h⟩
    change Polynomial.eval w A.charpoly = 0
    rw [Matrix.eval_charpoly]
    refine Matrix.exists_mulVec_eq_zero_iff.mp ⟨v, hv, ?_⟩
    rw [← Matrix.smul_one_eq_diagonal w |> fun h => h, Matrix.sub_mulVec,
      Matrix.smul_mulVec, Matrix.one_mulVec, h, sub_self]
  obtain ⟨w, hw, hmin⟩ := Set.exists_min_image (eigenvalueSet A) id hfin
    ⟨_, eigenvalues_mem hA (Classical.arbitrary n)⟩
  exact ⟨w, hw, fun y hy => hmin y hy⟩

end

end ExistsLowest
```

Lean reports:

```
Main.lean:26:12: warning: `Polynomial.finite_setOf_isRoot` has been deprecated: Use `Polynomial.finite_setOfPred_isRoot` instead
Main.lean:31:8: error: Tactic `rewrite` failed: Did not find an occurrence of the pattern
  diagonal fun x => w
in the target expression
  ((scalar n) w - A) *ᵥ v = 0

n : Type u_1
inst✝² : Fintype n
inst✝¹ : DecidableEq n
inst✝ : Nonempty n
A : Matrix n n ℝ
hA : A.IsHermitian
w : ℝ
v : n → ℝ
hv : v ≠ 0
h : A *ᵥ v = w • v
⊢ ((scalar n) w - A) *ᵥ v = 0
```

Lean accepts the file once it reads:

```diff
@@ -24,10 +24,10 @@
   -- eigenvalues are roots of the characteristic polynomial, hence finite in number
   have hfin : (eigenvalueSet A).Finite := by
-    refine (Polynomial.finite_setOf_isRoot (Matrix.charpoly_monic A).ne_zero).subset ?_
+    refine (Polynomial.finite_setOfPred_isRoot (Matrix.charpoly_monic A).ne_zero).subset ?_
     rintro w ⟨v, hv, h⟩
     change Polynomial.eval w A.charpoly = 0
     rw [Matrix.eval_charpoly]
     refine Matrix.exists_mulVec_eq_zero_iff.mp ⟨v, hv, ?_⟩
-    rw [← Matrix.smul_one_eq_diagonal w |> fun h => h, Matrix.sub_mulVec,
+    rw [Matrix.scalar_apply, ← Matrix.smul_one_eq_diagonal, Matrix.sub_mulVec,
       Matrix.smul_mulVec, Matrix.one_mulVec, h, sub_self]
   obtain ⟨w, hw, hmin⟩ := Set.exists_min_image (eigenvalueSet A) id hfin
```

The error comes in the step showing that an eigenvalue is a root of the characteristic polynomial. After `Matrix.eval_charpoly`, the matrix in the goal is `(scalar n) w - A`. The reversed rewrite with `Matrix.smul_one_eq_diagonal w` looks for `diagonal fun x => w`, to turn it into `w • 1`. The two expressions denote the same matrix, but `rw` searches for the pattern as written and does not unfold `scalar` to find it.

The repair first rewrites with `Matrix.scalar_apply`, which puts the scalar matrix in its `diagonal` form. The reversed rewrite then applies, and the remaining lemmas reduce the left side to `w • v - w • v`, which is zero. Dropping the explicit `w` and the `|> fun h => h`, which merely returns what it is given, is tidying.

The warning is separate and did not stop the proof: `Polynomial.finite_setOf_isRoot` is a deprecated name, and the diff replaces it with the one Lean suggests.
